# Newton's method for the Fermi level of one level at half filling: divergence from $3T$ away, convergence within $T$

## Definitions and conventions

The model is a single electronic level at energy $\varepsilon$, in contact with a reservoir at temperature $T$ and chemical potential $\mu$. Boltzmann's constant is set to one, so $T$ is an energy. The level holds at most one electron, with no spin degeneracy and no $k$-point weight, and the target filling is one half. All quantities are exact real numbers, so rounding is not modelled. In a calculation with Fermi–Dirac smearing the Fermi level is the root of "sum of weighted occupations equals electron number"; the case treated here is that equation for one non-interacting level, and it shows that an undamped Newton iteration can fail on it from a distant start.

```lean
import Mathlib

open Real Filter Topology

namespace NewtonFermiLevel

noncomputable section
```

The `open` line makes the short names `exp`, `sinh`, `Tendsto`, `atTop` and `𝓝` available.

```lean
/-- Fermi-Dirac occupation of a level at energy `ε`, temperature `T`, chemical potential `μ`. -/
def fermi (ε T μ : ℝ) : ℝ := 1 / (1 + exp ((ε - μ) / T))
```

Lean writes function arguments side by side without brackets, so `fermi ε T μ` is the real number
$$f(\mu) = \frac{1}{1+e^{(\varepsilon-\mu)/T}} .$$
The definition accepts any real `T`; positivity of the temperature enters every theorem about a general `T` as a hypothesis `hT : 0 < T`.

```lean
/-- Residual of the half-filling condition: occupation of the level minus one half. -/
def residual (ε T μ : ℝ) : ℝ := fermi ε T μ - 1 / 2
```

The residual is $F(\mu) = f(\mu) - \tfrac12$. With the last argument left off, `residual ε T` is the function $\mu \mapsto F(\mu)$ at fixed $\varepsilon$ and $T$.

```lean
/-- One Newton step `μ - F(μ) / F'(μ)` for the equation `F(μ) = 0`. -/
def newtonStep (F : ℝ → ℝ) (μ : ℝ) : ℝ := μ - F μ / deriv F μ
```

For any real function $F$ the Newton step is $N(\mu) = \mu - F(\mu)/F'(\mu)$. Here `deriv F μ` is Mathlib's derivative of $F$ at $\mu$, so no formula for the slope is put in by hand. Lean sets `deriv F μ` to zero where $F$ is not differentiable and sets $a/0 = 0$, so a degenerate step would silently return $\mu$; the positive slope proved below excludes that for the residual. The step has no damping, bracketing or stopping rule.

## Root, slope and closed form of the step

```lean
/-- The level is half filled exactly when the chemical potential equals the level energy. -/
theorem residual_eq_zero_iff (ε T μ : ℝ) (hT : 0 < T) : residual ε T μ = 0 ↔ μ = ε := by
  unfold residual fermi
  constructor
  · intro h
    rw [sub_eq_zero, div_eq_div_iff (by positivity) two_ne_zero] at h
    have h1 : exp ((ε - μ) / T) = 1 := by linarith
    rw [Real.exp_eq_one_iff, div_eq_zero_iff] at h1
    rcases h1 with h1 | h1
    · linarith
    · exact absurd h1 hT.ne'
  · intro h
    rw [h, sub_self ε, zero_div, exp_zero]
    norm_num
```

For $T>0$, $F(\mu)=0$ holds if and only if $\mu=\varepsilon$. Write $E = e^{(\varepsilon-\mu)/T} > 0$. Then $1/(1+E) = 1/2$ gives $E = 1$, hence $(\varepsilon-\mu)/T = 0$, hence $\mu = \varepsilon$ because $T \neq 0$. In the proof `constructor` splits the equivalence into its two directions, `div_eq_div_iff` cross-multiplies, and `Real.exp_eq_one_iff` passes from $E=1$ to a vanishing exponent. The converse substitutes $\mu=\varepsilon$ and evaluates $1/(1+1) - 1/2$.

```lean
/-- The residual has slope `f (1 - f) / T` in the chemical potential, and this slope is
strictly positive. -/
theorem residual_hasDerivAt (ε T μ : ℝ) (hT : 0 < T) :
    HasDerivAt (residual ε T) (fermi ε T μ * (1 - fermi ε T μ) / T) μ ∧
      0 < fermi ε T μ * (1 - fermi ε T μ) / T := by
  have hE : 0 < exp ((ε - μ) / T) := exp_pos _
  have hT' : T ≠ 0 := hT.ne'
  constructor
  · have h1 : HasDerivAt (fun μ : ℝ => (ε - μ) / T) (-1 / T) μ :=
      ((hasDerivAt_id' μ).const_sub ε).div_const T
    have h2 : HasDerivAt (fun μ : ℝ => 1 + exp ((ε - μ) / T))
        (exp ((ε - μ) / T) * (-1 / T)) μ := h1.exp.const_add 1
    have hne : 1 + exp ((ε - μ) / T) ≠ 0 := by positivity
    have h3 : HasDerivAt (residual ε T)
        ((0 * (1 + exp ((ε - μ) / T)) - 1 * (exp ((ε - μ) / T) * (-1 / T)))
          / (1 + exp ((ε - μ) / T)) ^ 2) μ :=
      ((hasDerivAt_const μ (1 : ℝ)).fun_div h2 hne).sub_const (1 / 2)
    refine h3.congr_deriv ?_
    unfold fermi
    generalize exp ((ε - μ) / T) = E at hE ⊢
    field_simp
    ring
  · unfold fermi
    generalize exp ((ε - μ) / T) = E at hE ⊢
    have h : 1 - 1 / (1 + E) = E / (1 + E) := by
      field_simp
      ring
    rw [h]
    positivity
```

`HasDerivAt g d μ` reads "$g$ is differentiable at $\mu$ with derivative $d$", and `∧` is "and". By hand, $dE/d\mu = -E/T$, so
$$F'(\mu) = \frac{E}{T(1+E)^2} = \frac{f(1-f)}{T}, \qquad 1-f = \frac{E}{1+E},$$
which is positive since $E$ and $T$ are. The facts `h1`, `h2`, `h3` build the derivative from the inside out: the exponent, then $1+E$, then the quotient rule. `congr_deriv` leaves the task of showing that the quotient-rule expression equals $f(1-f)/T$.

The line `generalize exp ((ε - μ) / T) = E at hE ⊢` is worth reusing. It replaces the exponential by a fresh variable `E` in the goal and in the hypothesis `hE`, keeping only $E>0$. What remains is an identity between rational functions, which `field_simp` (clear denominators) and `ring` (compare polynomials) settle.

```lean
/-- The slope of the residual is positive, and the Newton step for half filling is
`μ - T sinh((μ - ε) / T)`. -/
theorem newtonStep_residual (ε T μ : ℝ) (hT : 0 < T) :
    0 < deriv (residual ε T) μ ∧
      newtonStep (residual ε T) μ = μ - T * sinh ((μ - ε) / T) := by
  obtain ⟨hd, hpos⟩ := residual_hasDerivAt ε T μ hT
  have hT' : T ≠ 0 := hT.ne'
  refine ⟨by rw [hd.deriv]; exact hpos, ?_⟩
  have e1 : -((μ - ε) / T) = (ε - μ) / T := by ring
  have e2 : exp ((μ - ε) / T) = (exp ((ε - μ) / T))⁻¹ := by
    rw [← exp_neg]
    congr 1
    ring
  unfold newtonStep
  rw [hd.deriv, Real.sinh_eq, e1, e2]
  unfold residual fermi
  have hE : 0 < exp ((ε - μ) / T) := exp_pos _
  generalize exp ((ε - μ) / T) = E at hE ⊢
  have h : 1 - 1 / (1 + E) = E / (1 + E) := by
    field_simp
    ring
  rw [h]
  field_simp
  ring
```

The second half is the closed form of the step. From $F = \dfrac{1-E}{2(1+E)}$ and the slope above,
$$\frac{F}{F'} = \frac{T(1-E)(1+E)}{2E} = \frac{T}{2}\left(\frac1E - E\right) = T\sinh\frac{\mu-\varepsilon}{T},$$
because $1/E = e^{(\mu-\varepsilon)/T}$. Therefore $N(\mu) = \mu - T\sinh\big((\mu-\varepsilon)/T\big)$. In Lean, `hd.deriv` turns the `HasDerivAt` statement into a value for `deriv`, `Real.sinh_eq` expands $\sinh$ into exponentials, and `e1`, `e2` express both through $E$. In the reduced variable $x = (\mu-\varepsilon)/T$ the step is $x \mapsto x - \sinh x$.

## Two bounds on the hyperbolic sine

```lean
/-- For real `x ≥ 3` one has `sinh x ≥ 3 x`. -/
theorem three_mul_le_sinh {x : ℝ} (hx : 3 ≤ x) : 3 * x ≤ sinh x := by
  have he : (2.718 : ℝ) ≤ exp 1 := by linarith [Real.exp_one_gt_d9]
  have h3 : exp x = exp 1 * exp 1 * exp 1 * exp (x - 3) := by
    rw [← exp_add, ← exp_add, ← exp_add]
    congr 1
    ring
  have h2 : (7.387 : ℝ) ≤ exp 1 * exp 1 := by nlinarith
  have h20 : (20 : ℝ) ≤ exp 1 * exp 1 * exp 1 := by nlinarith
  have hl : x - 3 + 1 ≤ exp (x - 3) := Real.add_one_le_exp _
  -- tangent-line bound at x = 3, with e^3 ≥ 20
  have hx1 : 20 * (x - 3 + 1) ≤ exp x := by
    rw [h3]
    exact mul_le_mul h20 hl (by linarith) (by linarith)
  have hx2 : exp (-x) ≤ exp 0 := exp_le_exp.mpr (by linarith)
  rw [exp_zero] at hx2
  rw [Real.sinh_eq]
  linarith
```

For $x \ge 3$, $\sinh x \ge 3x$. Braces around `x` mean that Lean infers it from the hypothesis. Write $e^x = e^3 e^{x-3}$. From $e \ge 2.718$ follow $e^2 \ge 7.387$ and $e^3 \ge 20$ (`he`, `h2`, `h20`), and $e^{y} \ge 1+y$ at $y = x-3$ gives $e^{x-3} \ge x-2$ (`hl`). With $e^{-x} \le 1$,
$$\sinh x \ge \frac{20(x-2) - 1}{2} = 10x - 20.5 \ge 3x,$$
the last step because $7x \ge 21$. That final comparison is linear in $x$, $e^x$ and $e^{-x}$, and the tactic `linarith` carries it out.

```lean
/-- For real `x` with `|x| ≤ 1` one has `|x - sinh x| ≤ x² / 2`. -/
theorem abs_sub_sinh_le {x : ℝ} (hx : |x| ≤ 1) : |x - sinh x| ≤ x ^ 2 / 2 := by
  -- both remainders exp(±x) - 1 ∓ x lie in [0, x²]
  have a1 := (abs_le.mp (Real.abs_exp_sub_one_sub_id_le hx)).2
  have a2 := (abs_le.mp
    (Real.abs_exp_sub_one_sub_id_le (x := -x) (by rwa [abs_neg]))).2
  have b1 := Real.add_one_le_exp x
  have b2 := Real.add_one_le_exp (-x)
  rw [neg_sq] at a2
  rw [Real.sinh_eq, abs_le]
  constructor <;> linarith
```

For $|x| \le 1$, $|x - \sinh x| \le x^2/2$. Define the remainders $r_\pm = e^{\pm x} - 1 \mp x$. Mathlib's `Real.abs_exp_sub_one_sub_id_le` gives $r_\pm \le x^2$ (`a1`, `a2`), and `Real.add_one_le_exp` gives $r_\pm \ge 0$ (`b1`, `b2`). Since $\sinh x - x = (r_+ - r_-)/2$ and both remainders lie in $[0, x^2]$, the bound follows.

## One step, far from the level and near it

```lean
/-- If the chemical potential is at least `3 T` from the level, one Newton step at least
doubles its distance from the level. -/
theorem step_overshoots (ε T μ : ℝ) (hT : 0 < T) (h : 3 * T ≤ |μ - ε|) :
    2 * |μ - ε| ≤ |newtonStep (residual ε T) μ - ε| := by
  rw [(newtonStep_residual ε T μ hT).2]
  have hT' : T ≠ 0 := hT.ne'
  obtain ⟨x, hx⟩ : ∃ x, x = (μ - ε) / T := ⟨_, rfl⟩
  have hd : μ - ε = T * x := by rw [hx]; field_simp
  have e : μ - T * sinh ((μ - ε) / T) - ε = T * (x - sinh x) := by
    rw [← hx]; linarith
  rw [e, hd, abs_mul, abs_mul, abs_of_pos hT]
  rw [hd, abs_mul, abs_of_pos hT] at h
  have h3 : 3 ≤ |x| := le_of_mul_le_mul_left (by linarith) hT
  have key : 2 * |x| ≤ |x - sinh x| := by
    rcases le_abs.mp h3 with h4 | h4
    · have := three_mul_le_sinh h4
      rw [abs_of_nonneg (by linarith : 0 ≤ x), abs_of_nonpos (by linarith)]
      linarith
    · have := three_mul_le_sinh h4
      rw [Real.sinh_neg] at this
      rw [abs_of_nonpos (by linarith : x ≤ 0), abs_of_nonneg (by linarith)]
      linarith
  have := mul_le_mul_of_nonneg_left key hT.le
  linarith
```

If $|\mu-\varepsilon| \ge 3T$, then $|N(\mu)-\varepsilon| \ge 2|\mu-\varepsilon|$. With $\mu - \varepsilon = Tx$ the new error is $N(\mu)-\varepsilon = T(x - \sinh x)$ (facts `hd` and `e`), and the hypothesis becomes $|x| \ge 3$. For $x \ge 3$, $x - \sinh x \le -2x$. For $x \le -3$, the bound applied to $-x$ together with $\sinh(-x) = -\sinh x$ gives $x - \sinh x \ge -2x = 2|x|$. These are the two branches of `rcases` inside `key`, and multiplying by $T$ restores the units. The step lands on the far side of the level: the slope of the occupation at the starting point $\mu$ is small, so the tangent line drawn at $\mu$ reaches one half only far beyond the level.

```lean
/-- If the chemical potential is within `T` of the level, its distance from the level after
one Newton step is at most `(μ - ε)² / (2 T)`. -/
theorem step_contracts (ε T μ : ℝ) (hT : 0 < T) (h : |μ - ε| ≤ T) :
    |newtonStep (residual ε T) μ - ε| ≤ (μ - ε) ^ 2 / (2 * T) := by
  rw [(newtonStep_residual ε T μ hT).2]
  have hT' : T ≠ 0 := hT.ne'
  obtain ⟨x, hx⟩ : ∃ x, x = (μ - ε) / T := ⟨_, rfl⟩
  have hd : μ - ε = T * x := by rw [hx]; field_simp
  have e : μ - T * sinh ((μ - ε) / T) - ε = T * (x - sinh x) := by
    rw [← hx]; linarith
  have e2 : (T * x) ^ 2 / (2 * T) = T * (x ^ 2 / 2) := by field_simp
  rw [e, hd, e2, abs_mul, abs_of_pos hT]
  rw [hd, abs_mul, abs_of_pos hT] at h
  have h1 : |x| ≤ 1 := le_of_mul_le_mul_left (by linarith) hT
  exact mul_le_mul_of_nonneg_left (abs_sub_sinh_le h1) hT.le
```

If $|\mu-\varepsilon| \le T$, then $|N(\mu)-\varepsilon| \le (\mu-\varepsilon)^2/(2T)$. The same substitution gives $|x| \le 1$, and $T\,|x - \sinh x| \le T x^2/2 = (Tx)^2/(2T)$, where the last equality is `e2`. This bound is enough for the convergence proof below, but it is not the true order of the error. Since $x - \sinh x = -x^3/6 - \dots$, close to the level $N(\mu)-\varepsilon \approx -(\mu-\varepsilon)^3/(6T^2)$. The cubic order, which is not proved in Lean here, is special to half filling, where $F''$ vanishes at the root; for any other target filling between zero and one the order is quadratic.

## The iteration

```lean
/-- Newton iteration for half filling of one level: from a start at least `3 T` from the level
the distance to the level tends to infinity; from a start within `T` the iterates tend to it. -/
theorem newton_fermi_level (ε T μ₀ : ℝ) (hT : 0 < T) :
    (3 * T ≤ |μ₀ - ε| →
      Tendsto (fun n => |(newtonStep (residual ε T))^[n] μ₀ - ε|) atTop atTop) ∧
    (|μ₀ - ε| ≤ T →
      Tendsto (fun n => (newtonStep (residual ε T))^[n] μ₀) atTop (𝓝 ε)) := by
  constructor
  · intro h
    -- the error stays above 3T and grows at least like 2^n
    have hb : ∀ n : ℕ, 3 * T ≤ |(newtonStep (residual ε T))^[n] μ₀ - ε| ∧
        (2 : ℝ) ^ n * (3 * T) ≤ |(newtonStep (residual ε T))^[n] μ₀ - ε| := by
      intro n
      induction n with
      | zero => simpa using h
      | succ n ih =>
        have := step_overshoots ε T _ hT ih.1
        rw [Function.iterate_succ_apply', pow_succ]
        constructor <;> linarith [ih.1, ih.2]
    exact tendsto_atTop_mono (fun n => (hb n).2)
      ((tendsto_pow_atTop_atTop_of_one_lt one_lt_two).atTop_mul_const (by positivity))
  · intro h
    -- the error stays below T and is at least halved in each step
    have hb : ∀ n : ℕ, |(newtonStep (residual ε T))^[n] μ₀ - ε| ≤ T ∧
        |(newtonStep (residual ε T))^[n] μ₀ - ε| ≤ (1 / 2 : ℝ) ^ n * T := by
      intro n
      induction n with
      | zero => simpa using h
      | succ n ih =>
        rw [Function.iterate_succ_apply', pow_succ]
        generalize (newtonStep (residual ε T))^[n] μ₀ = m at ih ⊢
        have h1 := step_contracts ε T m hT ih.1
        have h2 : (m - ε) ^ 2 / (2 * T) ≤ |m - ε| / 2 := by
          rw [div_le_iff₀ (by positivity), ← sq_abs]
          nlinarith [mul_le_mul_of_nonneg_left ih.1 (abs_nonneg (m - ε))]
        constructor <;> linarith [ih.1, ih.2]
    have hl : Tendsto (fun n : ℕ => (1 / 2 : ℝ) ^ n * T) atTop (𝓝 0) := by
      have := (tendsto_pow_atTop_nhds_zero_of_lt_one (r := (1 / 2 : ℝ))
        (by norm_num) (by norm_num)).mul_const T
      rwa [zero_mul] at this
    rw [tendsto_iff_dist_tendsto_zero]
    simp only [Real.dist_eq]
    exact squeeze_zero (fun n => abs_nonneg _) (fun n => (hb n).2) hl
```

`(newtonStep (residual ε T))^[n] μ₀` is the step applied $n$ times to the start $\mu_0$; call it $\mu_n$, with $n = 0, 1, 2, \dots$ a natural number. `Tendsto u atTop atTop` says $u_n \to +\infty$ as $n \to \infty$, and `Tendsto u atTop (𝓝 ε)` says $u_n \to \varepsilon$. For $T>0$ and any $\varepsilon$, $\mu_0$:

- if $|\mu_0 - \varepsilon| \ge 3T$, then $|\mu_n - \varepsilon| \to \infty$;
- if $|\mu_0 - \varepsilon| \le T$, then $\mu_n \to \varepsilon$.

Starts with $T < |\mu_0-\varepsilon| < 3T$ are left open by this theorem, and the constants $1$ and $3$ are sufficient thresholds, not claimed to be sharp.

Let $d_n = |\mu_n - \varepsilon|$. For the first claim, induction proves two statements together: $d_n \ge 3T$ and $d_n \ge 2^n\cdot 3T$. At $n=0$ both are the hypothesis. If both hold at $n$, the first licenses `step_overshoots`, so $d_{n+1} \ge 2d_n$, and both follow at $n+1$. The rewrite `Function.iterate_succ_apply'` is $\mu_{n+1} = N(\mu_n)$. Since $2^n \cdot 3T \to \infty$, `tendsto_atTop_mono` carries the divergence over to the larger sequence $d_n$.

For the second claim the pair is $d_n \le T$ and $d_n \le 2^{-n}T$. From $d_n \le T$, `step_contracts` gives $d_{n+1} \le d_n^2/(2T) \le d_n/2$ (`h1`, `h2`), which preserves both. Then $0 \le d_n \le 2^{-n}T \to 0$, and `squeeze_zero` concludes. The induction uses the quadratic one-step bound only for the halving, and the theorem itself states the limit without a rate.

An easy mistake is to omit the absolute value and state $\mu_n \to +\infty$. In the divergent regime the error changes sign at every step, as the two branches of `key` show, so every second iterate lies below $\varepsilon$ and only the distance has an infinite limit.

The hypothesis `hT` is needed in the first claim, as a small example worked on paper rather than in Lean shows. Take $\varepsilon = 0$, $T = -1$, $\mu_0 = 0$. The condition $3T \le |\mu_0 - \varepsilon|$ reads $-3 \le 0$ and holds. But $f(\mu) = 1/(1+e^{\mu})$, $F(0) = 0$ and $F'(0) = -1/4$, so $N(0) = 0$ and the distance stays zero for all $n$. A negative $T$ lies outside the physical model; the example only tests the formal statement.

```lean
/-- Level at zero, `T = 1`: the Newton step is `μ - sinh μ`, the iterates diverge in absolute
value if `|μ₀| ≥ 3` and tend to zero if `|μ₀| ≤ 1`. -/
theorem newton_unit_case (F : ℝ → ℝ) (hF : F = fun μ => 1 / (1 + exp (-μ)) - 1 / 2) (μ₀ : ℝ) :
    (∀ μ, newtonStep F μ = μ - sinh μ) ∧
    (3 ≤ |μ₀| → Tendsto (fun n => |(newtonStep F)^[n] μ₀|) atTop atTop) ∧
    (|μ₀| ≤ 1 → Tendsto (fun n => (newtonStep F)^[n] μ₀) atTop (𝓝 0)) := by
  have e : F = residual 0 1 := by
    rw [hF]
    funext μ
    unfold residual fermi
    rw [zero_sub, div_one (-μ)]
  rw [e]
  refine ⟨fun μ => ?_, ?_⟩
  · simpa using (newtonStep_residual 0 1 μ one_pos).2
  · simpa using newton_fermi_level 0 1 μ₀ one_pos
```

This is the case $\varepsilon = 0$, $T = 1$, with the function written out in the hypothesis `hF` as $F(\mu) = 1/(1+e^{-\mu}) - 1/2$. The three conclusions are: $N(\mu) = \mu - \sinh\mu$ for every $\mu$; $|\mu_n| \to \infty$ if $|\mu_0| \ge 3$; and $\mu_n \to 0$ if $|\mu_0| \le 1$. The fact `e` identifies $F$ with `residual 0 1`, where `funext` reduces equality of functions to equality at each $\mu$. The general theorems are then applied at these values.

## A two-cycle between the regimes

```lean
/-- There is an offset `δ` between `T` and `3 T` such that the Newton step sends `ε + δ` to
`ε - δ` and `ε - δ` back to `ε + δ`. -/
theorem newton_two_cycle (ε T : ℝ) (hT : 0 < T) :
    ∃ δ, T < δ ∧ δ < 3 * T ∧ newtonStep (residual ε T) (ε + δ) = ε - δ ∧
      newtonStep (residual ε T) (ε - δ) = ε + δ := by
  have hT' : T ≠ 0 := hT.ne'
  have hc : Continuous (fun x : ℝ => sinh x - 2 * x) :=
    Real.continuous_sinh.sub (continuous_const.mul continuous_id)
  have h1 := (abs_le.mp (abs_sub_sinh_le (x := 1) (by norm_num))).1
  have h3 := three_mul_le_sinh (le_refl 3)
  -- sinh x - 2x changes sign on [1, 3]
  have h0 : (0 : ℝ) ∈ Set.Ioo (sinh 1 - 2 * 1) (sinh 3 - 2 * 3) :=
    ⟨by linarith, by linarith⟩
  obtain ⟨x, ⟨hx1, hx3⟩, hx⟩ :=
    intermediate_value_Ioo (by norm_num : (1 : ℝ) ≤ 3) hc.continuousOn h0
  have hs : sinh x = 2 * x := sub_eq_zero.mp hx
  refine ⟨T * x, by nlinarith, by nlinarith, ?_, ?_⟩
  · have e : (ε + T * x - ε) / T = x := by
      rw [div_eq_iff hT']; ring
    rw [(newtonStep_residual ε T _ hT).2, e, hs]
    ring
  · have e : (ε - T * x - ε) / T = -x := by
      rw [div_eq_iff hT']; ring
    rw [(newtonStep_residual ε T _ hT).2, e, Real.sinh_neg, hs]
    ring

end

end NewtonFermiLevel
```

`∃ δ` reads "there is an offset $\delta$": one with $T < \delta < 3T$, $N(\varepsilon+\delta) = \varepsilon-\delta$ and $N(\varepsilon-\delta) = \varepsilon+\delta$. In the reduced variable $x = \delta/T$ the condition $N(\varepsilon+\delta) = \varepsilon-\delta$ is $x - \sinh x = -x$, that is $\sinh x = 2x$. The function $g(x) = \sinh x - 2x$ is continuous (`hc`). At $x=1$ the small-argument bound gives $\sinh 1 \le 3/2$, so $g(1) < 0$; at $x=3$ the large-argument bound gives $\sinh 3 \ge 9$, so $g(3) > 0$. `intermediate_value_Ioo` supplies a zero $x$ strictly between $1$ and $3$, and the proof offers $\delta = Tx$. Then $N(\varepsilon+Tx) = \varepsilon + Tx - 2Tx = \varepsilon - Tx$, and oddness of $\sinh$ gives the return step. The theorem gives existence only: it neither locates $\delta$ more closely nor says that it is unique. A start at $\varepsilon+\delta$ keeps the distance $\delta > 0$ at every step, so the threshold $T$ for convergence could not be raised as far as $\delta$, nor the threshold $3T$ for divergence lowered to it.

```lean
#print axioms NewtonFermiLevel.residual_eq_zero_iff
-- 'NewtonFermiLevel.residual_eq_zero_iff' depends on axioms: [propext, Classical.choice, Quot.sound]
#print axioms NewtonFermiLevel.newton_fermi_level
-- 'NewtonFermiLevel.newton_fermi_level' depends on axioms: [propext, Classical.choice, Quot.sound]
#print axioms NewtonFermiLevel.newton_unit_case
-- 'NewtonFermiLevel.newton_unit_case' depends on axioms: [propext, Classical.choice, Quot.sound]
#print axioms NewtonFermiLevel.newton_two_cycle
-- 'NewtonFermiLevel.newton_two_cycle' depends on axioms: [propext, Classical.choice, Quot.sound]
```
